# Every Dirac spinor is M₁ + iM₂ for a unique pair of Majorana spinors

The theorem `existsUnique_majorana_pair` says that every Dirac spinor ψ can be written as M₁ + iM₂ for exactly one ordered pair of Majorana spinors, that is, spinors fixed by charge conjugation C. A spinor here is just four complex numbers in the chiral basis, grouped into two-component spinors φ and χ, with no normalisation, spacetime dependence or equation of motion. C is the antilinear map (φ, χ) ↦ (ε χ*, −ε φ*), where the star is componentwise complex conjugation and ε is the real antisymmetric 2 × 2 matrix with rows (0, 1) and (−1, 0). The proof takes M₁ = (ψ + Cψ)/2 and M₂ = −i(ψ − Cψ)/2, and checks that C fixes both and that M₁ + iM₂ is ψ. For uniqueness it applies C to ψ = a + ib, with a and b Majorana, which gives Cψ = a − ib, and solves for a and b.

The failing Lean file:

```lean
import Mathlib

open Matrix Complex

namespace DiracChargeConjugation

noncomputable section

/-- A Dirac spinor in the chiral basis: a pair of two-component Weyl spinors. -/
abbrev DiracSpinor := (Fin 2 → ℂ) × (Fin 2 → ℂ)

/-- The antisymmetric spinor metric. -/
def eps : Matrix (Fin 2) (Fin 2) ℂ := !![0, 1; -1, 0]

/-- The conjugate Weyl spinor: complex conjugation followed by the spinor metric. -/
def weylConj (v : Fin 2 → ℂ) : Fin 2 → ℂ := eps *ᵥ star v

/-- Upper component of the conjugate Weyl spinor. -/
theorem weylConj_zero (v : Fin 2 → ℂ) : weylConj v 0 = starRingEnd ℂ (v 1) := by
  simp [weylConj, eps, Matrix.mulVec, dotProduct, Fin.sum_univ_two]

/-- Lower component of the conjugate Weyl spinor. -/
theorem weylConj_one (v : Fin 2 → ℂ) : weylConj v 1 = -starRingEnd ℂ (v 0) := by
  simp [weylConj, eps, Matrix.mulVec, dotProduct, Fin.sum_univ_two]

/-- Two Dirac spinors with the same four components are equal. -/
theorem spinor_ext {ψ ξ : DiracSpinor} (h0 : ψ.1 0 = ξ.1 0) (h1 : ψ.1 1 = ξ.1 1)
    (h2 : ψ.2 0 = ξ.2 0) (h3 : ψ.2 1 = ξ.2 1) : ψ = ξ :=
  Prod.ext (funext (Fin.forall_fin_two.2 ⟨h0, h1⟩)) (funext (Fin.forall_fin_two.2 ⟨h2, h3⟩))

/-- Charge conjugation `C(φ, χ) = (ε conj χ, -ε conj φ)` as an antilinear map. -/
def chargeConj : DiracSpinor →ₛₗ[starRingEnd ℂ] DiracSpinor where
  toFun ψ := (weylConj ψ.2, -weylConj ψ.1)
  map_add' ψ ξ := by
    refine spinor_ext ?_ ?_ ?_ ?_ <;> simp [weylConj_zero, weylConj_one] <;> ring
  map_smul' z ψ := by
    refine spinor_ext ?_ ?_ ?_ ?_ <;> simp [weylConj_zero, weylConj_one]

/-- Charge conjugation applied twice returns the original spinor. -/
theorem chargeConj_chargeConj (ψ : DiracSpinor) : chargeConj (chargeConj ψ) = ψ := by
  refine spinor_ext ?_ ?_ ?_ ?_ <;> simp [chargeConj, weylConj_zero, weylConj_one]

/-- The real vector space of Majorana spinors: those fixed by charge conjugation. -/
def majorana : Submodule ℝ DiracSpinor where
  carrier := {ψ | chargeConj ψ = ψ}
  zero_mem' := map_zero chargeConj
  add_mem' {ψ ξ} hψ hξ := by
    change chargeConj ψ = ψ at hψ
    change chargeConj ξ = ξ at hξ
    change chargeConj (ψ + ξ) = ψ + ξ
    rw [map_add, hψ, hξ]
  smul_mem' r ψ hψ := by
    change chargeConj ψ = ψ at hψ
    change chargeConj (r • ψ) = r • ψ
    have h : r • ψ = (r : ℂ) • ψ := by
      refine spinor_ext ?_ ?_ ?_ ?_ <;> simp
    rw [h, map_smulₛₗ, hψ, Complex.conj_ofReal]

/-- Every Dirac spinor is `M₁ + i M₂` for exactly one pair of Majorana spinors. -/
theorem existsUnique_majorana_pair (ψ : DiracSpinor) :
    ∃! p : DiracSpinor × DiracSpinor,
      p.1 ∈ majorana ∧ p.2 ∈ majorana ∧ ψ = p.1 + I • p.2 := by
  have hI : I * (-I / 2) = 1 / 2 := by linear_combination (-1 / 2 : ℂ) * Complex.I_mul_I
  have hI' : (-I / 2) * (2 * I) = 1 := by linear_combination (-1 : ℂ) * Complex.I_mul_I
  -- the two parts are the C-even and C-odd combinations of ψ
  refine ⟨((1 / 2 : ℂ) • (ψ + chargeConj ψ), (-I / 2) • (ψ - chargeConj ψ)),
    ⟨?_, ?_, ?_⟩, ?_⟩
  · change chargeConj ((1 / 2 : ℂ) • (ψ + chargeConj ψ)) = (1 / 2 : ℂ) • (ψ + chargeConj ψ)
    have hc : starRingEnd ℂ (1 / 2 : ℂ) = 1 / 2 := by simp
    rw [map_smulₛₗ, map_add, chargeConj_chargeConj, hc, add_comm]
  · change chargeConj ((-I / 2) • (ψ - chargeConj ψ)) = (-I / 2) • (ψ - chargeConj ψ)
    have hc : starRingEnd ℂ (-I / 2) = I / 2 := by simp
    rw [map_smulₛₗ, map_sub, chargeConj_chargeConj, hc]
    module
  · change ψ = (1 / 2 : ℂ) • (ψ + chargeConj ψ) + I • ((-I / 2) • (ψ - chargeConj ψ))
    rw [smul_smul, hI]
    module
  · rintro ⟨a, b⟩ ⟨ha, hb, hab⟩
    change chargeConj a = a at ha
    change chargeConj b = b at hb
    change ψ = a + I • b at hab
    have hC : chargeConj ψ = a - I • b := by
      rw [hab, map_add, map_smulₛₗ, ha, hb, Complex.conj_I]
      module
    have hd : ψ - chargeConj ψ = (2 * I) • b := by
      rw [hC, hab]
      module
    refine Prod.ext ?_ ?_
    · change a = (1 / 2 : ℂ) • (ψ + chargeConj ψ)
      rw [hC, hab]
      module
    · change b = (-I / 2) • (ψ - chargeConj ψ)
      rw [hd, smul_smul, hI', one_smul]

end

end DiracChargeConjugation
```

Messages:

```
Main.lean:69:51: error: unsolved goals
ψ : DiracSpinor
hI : I * (-I / 2) = 1 / 2
hI' : -I / 2 * (2 * I) = 1
⊢ (starRingEnd ℂ) 2 = 2
Main.lean:72:48: error: unsolved goals
ψ : DiracSpinor
hI : I * (-I / 2) = 1 / 2
hI' : -I / 2 * (2 * I) = 1
⊢ I / (starRingEnd ℂ) 2 = I / 2
```

The mended proof, as a diff:

```diff
@@ -63,12 +63,16 @@
   have hI : I * (-I / 2) = 1 / 2 := by linear_combination (-1 / 2 : ℂ) * Complex.I_mul_I
   have hI' : (-I / 2) * (2 * I) = 1 := by linear_combination (-1 : ℂ) * Complex.I_mul_I
-  -- the two parts are the C-even and C-odd combinations of ψ
+  have htwo : starRingEnd ℂ (2 : ℂ) = 2 := by
+    apply Complex.ext <;> simp
+  -- both parts are fixed by C; the factor -i/2 turns the C-odd ψ - Cψ into a fixed spinor
   refine ⟨((1 / 2 : ℂ) • (ψ + chargeConj ψ), (-I / 2) • (ψ - chargeConj ψ)),
     ⟨?_, ?_, ?_⟩, ?_⟩
   · change chargeConj ((1 / 2 : ℂ) • (ψ + chargeConj ψ)) = (1 / 2 : ℂ) • (ψ + chargeConj ψ)
-    have hc : starRingEnd ℂ (1 / 2 : ℂ) = 1 / 2 := by simp
+    have hc : starRingEnd ℂ (1 / 2 : ℂ) = 1 / 2 := by
+      rw [map_div₀, map_one, htwo]
     rw [map_smulₛₗ, map_add, chargeConj_chargeConj, hc, add_comm]
   · change chargeConj ((-I / 2) • (ψ - chargeConj ψ)) = (-I / 2) • (ψ - chargeConj ψ)
-    have hc : starRingEnd ℂ (-I / 2) = I / 2 := by simp
+    have hc : starRingEnd ℂ (-I / 2) = I / 2 := by
+      rw [map_div₀, map_neg, Complex.conj_I, htwo, neg_neg]
     rw [map_smulₛₗ, map_sub, chargeConj_chargeConj, hc]
     module
```

Both errors come from the same gap: `simp` does not finish the proof that the number 2 is its own complex conjugate. Because C is antilinear, a scalar pulled out of it is conjugated, so the proof needs the conjugates of 1/2 and −i/2, each stated as `hc`. In the first, `simp` reduces the claim to `(starRingEnd ℂ) 2 = 2` and stops. In the second it deals with the sign and the conjugate of `I`, but leaves `(starRingEnd ℂ) 2` in the denominator.

The repair proves the missing fact once, as `htwo`: `Complex.ext` splits the equality into real and imaginary parts, and `simp` closes both. Each `hc` is then proved by explicit rewriting. `map_div₀` carries conjugation through the quotient and `htwo` settles the denominator; `map_one` handles the numerator 1, while `map_neg`, `Complex.conj_I` and `neg_neg` turn the conjugate of `-I` into `I`.

The changed comment has no effect on compilation. It corrects the description of the second part, which is fixed by C once the factor −i/2 is included.
